# Unique coefficients for a twice continuously differentiable fully translated polarisation

## Polarisation, connecting polynomial and matching

In multiconfiguration pair-density functional theory, the on-top ratio is $R=4\Pi/\rho^2$, where $\rho$ is the electron density and $\Pi$ the on-top pair density. The normalisation of $\Pi$ is such that a single determinant of orbitals with definite spin, $\alpha$ or $\beta$, has $\Pi=\rho_\alpha\rho_\beta$, with $\rho_\alpha$ and $\rho_\beta$ the spin densities. For such a determinant $\sqrt{1-R}=|\rho_\alpha-\rho_\beta|/\rho$, the magnitude of the spin polarisation. Here $R$ is simply a real variable.

```lean
import Mathlib

open Filter Topology Set

namespace FullyTranslatedPolarisation

noncomputable section
```

The translated polarisation is $p(R)=\sqrt{1-R}$. Lean's square root is zero for negative arguments, so `polarisation` also vanishes for $R>1$, as the ordinary translation prescribes.

```lean
/-- The translated spin polarisation `√(1 - R)` at on-top ratio `R`, for `R ≤ 1`. -/
def polarisation (R : ℝ) : ℝ := √(1 - R)
```

For $R<1$, the chain rule gives $p'(R)=-\dfrac{1}{2\sqrt{1-R}}$.

```lean
/-- The slope `-1 / (2√(1 - R))` of the translated polarisation, for `R < 1`. -/
def polSlope (R : ℝ) : ℝ := -1 / (2 * polarisation R)
```

A second differentiation gives $p''(R)=-\dfrac{1}{4(1-R)^{3/2}}$.

```lean
/-- The second derivative `-1 / (4√(1 - R)³)` of the translated polarisation, for `R < 1`. -/
def polCurvature (R : ℝ) : ℝ := -1 / (4 * polarisation R ^ 3)
```

Let $a$ and $b$ be the ends of the interval on which the square root is replaced, with $a<1$ and $a<b$. The intended case is $a<1<b$, but the theorems also allow $b\le 1$. The connecting polynomial, with real coefficients $A,B,C$, is
$$q(R)=A(R-b)^5+B(R-b)^4+C(R-b)^3 .$$

```lean
/-- The connecting polynomial `A(R-b)⁵ + B(R-b)⁴ + C(R-b)³`. -/
def quintic (b A B C R : ℝ) : ℝ := A * (R - b) ^ 5 + B * (R - b) ^ 4 + C * (R - b) ^ 3
```

Its slope is $q'(R)=5A(R-b)^4+4B(R-b)^3+3C(R-b)^2$.

```lean
/-- The slope of the connecting polynomial. -/
def quinticSlope (b A B C R : ℝ) : ℝ :=
  5 * A * (R - b) ^ 4 + 4 * B * (R - b) ^ 3 + 3 * C * (R - b) ^ 2
```

Its second derivative is $q''(R)=20A(R-b)^3+12B(R-b)^2+6C(R-b)$.

```lean
/-- The second derivative of the connecting polynomial. -/
def quinticCurvature (b A B C R : ℝ) : ℝ :=
  20 * A * (R - b) ^ 3 + 12 * B * (R - b) ^ 2 + 6 * C * (R - b)
```

Two functions match to second order at a point if their values, first derivatives and second derivatives agree there. The definition uses Mathlib's `deriv`, not the formulas above.

```lean
/-- Two functions agree at `x` in value, first and second derivative. -/
def MatchesToSecondOrder (f g : ℝ → ℝ) (x : ℝ) : Prop :=
  f x = g x ∧ deriv f x = deriv g x ∧ deriv (deriv f) x = deriv (deriv g) x
```

A piecewise function follows $f$ for $x<c$ and $g$ for $x\ge c$.

```lean
/-- The function that follows `f` below `c` and `g` from `c` on. -/
def switchAt (c : ℝ) (f g : ℝ → ℝ) (x : ℝ) : ℝ := if x < c then f x else g x
```

The fully translated polarisation is $p$ for $R<a$, $q$ for $a\le R<b$, and zero for $R\ge b$. It is built from two nested switches.

```lean
/-- The fully translated polarisation: `√(1 - R)` below `a`, the connecting polynomial
between `a` and `b`, and zero from `b` on, for `a < b` and `a < 1`. -/
def ftPolarisation (a b A B C : ℝ) : ℝ → ℝ :=
  switchAt a polarisation (switchAt b (quintic b A B C) (fun _ => 0))
```

## Derivatives of the branches

The formulas for $p'$ and $p''$ must be shown to be derivatives. For $x<1$ the argument $1-x$ is positive, so the square-root rule applies. The quotient rule then gives
$$\frac{d}{dx}\left(\frac{-1}{2p}\right)=\frac{2p'}{4p^2}=-\frac{1}{4p^3}.$$

```lean
/-- Below `R = 1` the translated polarisation has the stated first and second derivatives. -/
theorem hasDerivAt_polarisation {x : ℝ} (hx : x < 1) :
    HasDerivAt polarisation (polSlope x) x ∧ HasDerivAt polSlope (polCurvature x) x := by
  have hs : 0 < polarisation x := Real.sqrt_pos.2 (sub_pos.2 hx)
  have h : HasDerivAt polarisation (polSlope x) x :=
    ((hasDerivAt_id' x).const_sub 1).sqrt (sub_pos.2 hx).ne'
  refine ⟨h, ?_⟩
  have h2 := (hasDerivAt_const x (-1 : ℝ)).fun_div (h.const_mul 2) (by positivity)
  refine HasDerivAt.congr_deriv h2 ?_
  unfold polSlope polCurvature
  field_simp
  ring
```

For the polynomial, each power obeys $\frac{d}{dx}(x-b)^n=n(x-b)^{n-1}$, and the terms are added.

```lean
/-- The connecting polynomial has the stated first and second derivatives. -/
theorem hasDerivAt_quintic (b A B C x : ℝ) :
    HasDerivAt (quintic b A B C) (quinticSlope b A B C x) x ∧
      HasDerivAt (quinticSlope b A B C) (quinticCurvature b A B C x) x := by
  have p : ∀ n : ℕ, HasDerivAt (fun y : ℝ => (y - b) ^ n) (n * (x - b) ^ (n - 1)) x := by
    intro n
    simpa using ((hasDerivAt_id' x).sub_const b).fun_pow n
  constructor
  · refine HasDerivAt.congr_deriv ((((p 5).const_mul A).fun_add
      ((p 4).const_mul B)).fun_add ((p 3).const_mul C)) ?_
    norm_num [quinticSlope]
    ring
  · refine HasDerivAt.congr_deriv ((((p 4).const_mul (5 * A)).fun_add
      ((p 3).const_mul (4 * B))).fun_add ((p 2).const_mul (3 * C))) ?_
    norm_num [quinticCurvature]
    ring
```

A derivative depends only on values near the point. If $F=f$ on an open set, then $F'=f'$ there, which lets the derivatives of a piecewise function be read off inside each interval.

```lean
/-- Functions that agree on an open set have the same derivative there. -/
theorem deriv_eq_on_open {F f f' : ℝ → ℝ} {U : Set ℝ} (hU : IsOpen U)
    (h : ∀ x ∈ U, F x = f x) (hf : ∀ x ∈ U, HasDerivAt f (f' x) x) :
    ∀ x ∈ U, deriv F x = f' x := fun x hx =>
  ((hf x hx).congr_of_eventuallyEq (eventually_of_mem (hU.mem_nhds hx) h)).deriv
```

## Joining two branches

If $f$ and $g$ are continuous on their own sides, up to and including $c$, and $f(c)=g(c)$, then the piecewise function is continuous. Away from $c$ it coincides locally with one branch. At $c$ it is continuous from both sides, and the two closed half-lines together make up the whole line.

```lean
/-- Two continuous branches with equal values at the switching point join continuously. -/
theorem continuous_switchAt {c : ℝ} {f g : ℝ → ℝ} (hf : ∀ x ≤ c, ContinuousAt f x)
    (hg : ∀ x, c ≤ x → ContinuousAt g x) (h0 : f c = g c) : Continuous (switchAt c f g) := by
  refine continuous_iff_continuousAt.2 fun x => ?_
  rcases lt_trichotomy x c with h | h | h
  · exact (hf x h.le).congr (by
      filter_upwards [Iio_mem_nhds h] with y hy using (if_pos hy).symm)
  · subst h
    have l : ContinuousWithinAt (switchAt x f g) (Iic x) x := by
      have e : ∀ y ∈ Iic x, switchAt x f g y = f y := by
        intro y hy
        rcases lt_or_eq_of_le (mem_Iic.1 hy) with h | h
        · exact if_pos h
        · simp [switchAt, h, h0]
      exact (hf x le_rfl).continuousWithinAt.congr e (e x self_mem_Iic)
    have r : ContinuousWithinAt (switchAt x f g) (Ici x) x :=
      (hg x le_rfl).continuousWithinAt.congr
        (fun y hy => if_neg (not_lt_of_ge hy)) (if_neg (lt_irrefl x))
    simpa [Iic_union_Ici, continuousWithinAt_univ] using l.union r
  · exact (hg x h.le).congr (by
      filter_upwards [Ioi_mem_nhds h] with y hy using (if_neg (not_lt_of_ge (le_of_lt hy))).symm)
```

If the slopes agree at $c$ as well, the left and right derivatives there are equal. The piecewise function is then differentiable, and its derivative is the piecewise function made from $f'$ and $g'$.

```lean
/-- Two differentiable branches with equal value and slope at the switching point join
differentiably, and the derivative switches between the two slopes. -/
theorem hasDerivAt_switchAt {c : ℝ} {f g f' g' : ℝ → ℝ}
    (hf : ∀ x ≤ c, HasDerivAt f (f' x) x) (hg : ∀ x, c ≤ x → HasDerivAt g (g' x) x)
    (h0 : f c = g c) (h1 : f' c = g' c) (x : ℝ) :
    HasDerivAt (switchAt c f g) (switchAt c f' g' x) x := by
  rcases lt_trichotomy x c with h | h | h
  · rw [show switchAt c f' g' x = f' x from if_pos h]
    exact (hf x h.le).congr_of_eventuallyEq (by
      filter_upwards [Iio_mem_nhds h] with y hy using if_pos hy)
  · subst h
    rw [show switchAt x f' g' x = g' x from if_neg (lt_irrefl x)]
    have l : HasDerivWithinAt (switchAt x f g) (g' x) (Iic x) x := by
      have e : ∀ y ∈ Iic x, switchAt x f g y = f y := by
        intro y hy
        rcases lt_or_eq_of_le (mem_Iic.1 hy) with h | h
        · exact if_pos h
        · simp [switchAt, h, h0]
      have hfx := hf x le_rfl
      rw [h1] at hfx
      exact hfx.hasDerivWithinAt.congr e (e x self_mem_Iic)
    have r : HasDerivWithinAt (switchAt x f g) (g' x) (Ici x) x :=
      (hg x le_rfl).hasDerivWithinAt.congr
        (fun y hy => if_neg (not_lt_of_ge hy)) (if_neg (lt_irrefl x))
    simpa [Iic_union_Ici, hasDerivWithinAt_univ] using l.union r
  · rw [show switchAt c f' g' x = g' x from if_neg (not_lt_of_ge h.le)]
    exact (hg x h.le).congr_of_eventuallyEq (by
      filter_upwards [Ioi_mem_nhds h] with y hy using if_neg (not_lt_of_ge (le_of_lt hy)))
```

## Second-order contact at both ends

Every term of $q$ contains $(R-b)^3$, so $q(b)=q'(b)=q''(b)=0$ whatever the coefficients.

```lean
/-- For every choice of coefficients the connecting polynomial vanishes at `b` together with
its first and second derivatives. -/
theorem quintic_vanishes (b A B C : ℝ) :
    MatchesToSecondOrder (quintic b A B C) (fun _ => 0) b := by
  have e : deriv (quintic b A B C) = quinticSlope b A B C :=
    funext fun x => (hasDerivAt_quintic b A B C x).1.deriv
  refine ⟨by simp [quintic], ?_, ?_⟩
  · simp [e, quinticSlope]
  · rw [e, (hasDerivAt_quintic b A B C b).2.deriv]
    simp [quinticCurvature]
```

At $a$, matching means $q(a)=p(a)$, $q'(a)=p'(a)$ and $q''(a)=p''(a)$. The next lemma replaces each `deriv` by its explicit formula, leaving three linear equations in $A,B,C$.

```lean
/-- For `a < 1`, matching `√(1 - R)` at `a` in value, first and second derivative amounts to three
linear equations for `A`, `B`, `C`. -/
theorem matches_iff {a : ℝ} (ha : a < 1) (b A B C : ℝ) :
    MatchesToSecondOrder (quintic b A B C) polarisation a ↔
      quintic b A B C a = polarisation a ∧ quinticSlope b A B C a = polSlope a ∧
        quinticCurvature b A B C a = polCurvature a := by
  have e : deriv (quintic b A B C) = quinticSlope b A B C :=
    funext fun x => (hasDerivAt_quintic b A B C x).1.deriv
  have p := deriv_eq_on_open (F := polarisation) isOpen_Iio (fun _ _ => rfl)
    (fun x (hx : x ∈ Iio (1 : ℝ)) => (hasDerivAt_polarisation hx).1)
  have q := deriv_eq_on_open isOpen_Iio p (fun x hx => (hasDerivAt_polarisation hx).2)
  unfold MatchesToSecondOrder
  rw [e, (hasDerivAt_quintic b A B C a).2.deriv, p a ha, q a ha]
```

Write $d=a-b\neq0$, $y=p(a)$, $y'=p'(a)$, $y''=p''(a)$, and set $u=Ad^5$, $v=Bd^4$, $w=Cd^3$. The equations become
$$u+v+w=y,\qquad 5u+4v+3w=dy',\qquad 20u+12v+6w=d^2y''.$$
Eliminating $w$ gives $2u+v=dy'-3y$ and $14u+6v=d^2y''-6y$. Hence
$$u=6y-3dy'+\tfrac12d^2y'',\quad v=-15y+7dy'-d^2y'',\quad w=10y-4dy'+\tfrac12d^2y''.$$
Division by $d^5$, $d^4$ and $d^3$ gives exactly one triple. In Lean, `∃!` over `ℝ × ℝ × ℝ` expresses this. The proof inserts the closed form for existence, and `linear_combination` carries out the elimination for uniqueness.

```lean
/-- For `a < 1` and `a < b` there is exactly one triple `(A, B, C)` for which the connecting
polynomial matches `√(1 - R)` in value, first and second derivative at `R = a`. -/
theorem existsUnique_coefficients {a b : ℝ} (ha : a < 1) (hab : a < b) :
    ∃! c : ℝ × ℝ × ℝ,
      MatchesToSecondOrder (quintic b c.1 c.2.1 c.2.2) polarisation a := by
  have hd : a - b ≠ 0 := (sub_neg.2 hab).ne
  simp only [matches_iff ha, quintic, quinticSlope, quinticCurvature]
  generalize polarisation a = y, polSlope a = y', polCurvature a = y''
  generalize a - b = d at hd
  -- the closed-form solution of the linear system
  refine ⟨((6 * y - 3 * d * y' + d ^ 2 * y'' / 2) / d ^ 5,
    (-15 * y + 7 * d * y' - d ^ 2 * y'') / d ^ 4,
    (10 * y - 4 * d * y' + d ^ 2 * y'' / 2) / d ^ 3), ⟨?_, ?_, ?_⟩, ?_⟩
  · dsimp only
    field_simp
    ring
  · dsimp only
    field_simp
    ring
  · dsimp only
    field_simp
    ring
  · rintro ⟨A, B, C⟩ ⟨h0, h1, h2⟩
    dsimp only at h0 h1 h2
    refine Prod.ext ?_ (Prod.ext ?_ ?_)
    · exact (eq_div_iff (pow_ne_zero 5 hd)).2
        (by linear_combination 6 * h0 - 3 * d * h1 + d ^ 2 / 2 * h2)
    · exact (eq_div_iff (pow_ne_zero 4 hd)).2
        (by linear_combination -15 * h0 + 7 * d * h1 - d ^ 2 * h2)
    · exact (eq_div_iff (pow_ne_zero 3 hd)).2
        (by linear_combination 10 * h0 - 4 * d * h1 + d ^ 2 / 2 * h2)
```

For example, take $a=0$ and $b=2$. Then $d=-2$, $y=1$, $y'=-\tfrac12$ and $y''=-\tfrac14$, so $u=\tfrac52$, $v=-7$, $w=\tfrac{11}2$ and
$$A=-\tfrac5{64},\qquad B=-\tfrac7{16},\qquad C=-\tfrac{11}{16}.$$
The value at $a$ is $u+v+w=1$, as required. At $R=1$, where the square root is zero, the polynomial equals $-A+B-C=\tfrac{21}{64}$.

As $a\to1$ from below with $b>1$ fixed, $y''$ dominates the closed form. The coefficients then diverge:
$$A\sim\frac{(1-a)^{-3/2}}{8(b-1)^3},\qquad B\sim\frac{(1-a)^{-3/2}}{4(b-1)^2},\qquad C\sim\frac{(1-a)^{-3/2}}{8(b-1)}.$$

## Smoothness on the whole line

Let $F$ be the fully translated polarisation. The statement `ContDiff ℝ 2` says that $F$ is twice continuously differentiable on the real line. For $a<1$ and $a<b$, this holds exactly when $q$ matches $p$ to second order at $a$.

Suppose first that $q$ matches. The joining lemma is applied at $b$ and then at $a$, once to the function and once to its slope. This gives $F'$ and $F''$ as piecewise functions, and the continuity lemma shows that $F''$ is continuous.

Conversely, suppose that $F$, $F'$ and $F''$ are continuous. Their limits at $a$ from the left are $p(a),p'(a),p''(a)$, and from the right $q(a),q'(a),q''(a)$. Since the two limits of a continuous function agree, the three matching equations follow. The auxiliary statement `key` is this comparison, used three times.

```lean
/-- For `a < 1` and `a < b`, the fully translated polarisation is twice continuously differentiable
on the real line exactly when the polynomial matches `√(1 - R)` at `a` in value, first and second
derivative. -/
theorem contDiff_ftPolarisation_iff {a b : ℝ} (ha : a < 1) (hab : a < b) (A B C : ℝ) :
    ContDiff ℝ 2 (ftPolarisation a b A B C) ↔
      MatchesToSecondOrder (quintic b A B C) polarisation a := by
  have hp := fun x (hx : x ≤ a) => hasDerivAt_polarisation (hx.trans_lt ha)
  have hq := hasDerivAt_quintic b A B C
  have hc : ∀ x ≤ a, ContinuousAt polCurvature x := fun x hx =>
    continuousAt_const.div (continuousAt_const.mul ((hp x hx).1.continuousAt.pow 3))
      (mul_ne_zero four_ne_zero
        (pow_ne_zero 3 (Real.sqrt_pos.2 (sub_pos.2 (hx.trans_lt ha))).ne'))
  have hk : Continuous (quinticCurvature b A B C) := by
    unfold quinticCurvature
    fun_prop
  rw [matches_iff ha, show (2 : WithTop ℕ∞) = 1 + 1 from one_add_one_eq_two.symm,
    contDiff_succ_iff_deriv, contDiff_one_iff_deriv]
  constructor
  · rintro ⟨d0, -, d1, c2⟩
    -- a continuous function has equal limits from the left and from the right of `a`
    have key : ∀ F f g : ℝ → ℝ, Continuous F → ContinuousAt f a → ContinuousAt g a →
        (∀ x ∈ Iio a, F x = f x) → (∀ x ∈ Ioo a b, F x = g x) → g a = f a := by
      intro F f g hF hf hg l r
      have h1 : F a = f a := tendsto_nhds_unique
        (hF.continuousAt.tendsto.mono_left (nhdsWithin_le_nhds (s := Iio a)))
        ((hf.tendsto.mono_left nhdsWithin_le_nhds).congr' (by
          filter_upwards [self_mem_nhdsWithin] with x hx using (l x hx).symm))
      have h2 : F a = g a := tendsto_nhds_unique
        (hF.continuousAt.tendsto.mono_left (nhdsWithin_le_nhds (s := Ioi a)))
        ((hg.tendsto.mono_left nhdsWithin_le_nhds).congr' (by
          filter_upwards [Ioo_mem_nhdsGT hab] with x hx using (r x hx).symm))
      exact h2.symm.trans h1
    have l0 : ∀ x ∈ Iio a, ftPolarisation a b A B C x = polarisation x :=
      fun x hx => if_pos hx
    have r0 : ∀ x ∈ Ioo a b, ftPolarisation a b A B C x = quintic b A B C x :=
      fun x hx => (if_neg (not_lt_of_ge hx.1.le)).trans (if_pos hx.2)
    have l1 := deriv_eq_on_open isOpen_Iio l0 (fun x hx => (hp x (le_of_lt hx)).1)
    have r1 := deriv_eq_on_open isOpen_Ioo r0 (fun x _ => (hq x).1)
    have l2 := deriv_eq_on_open isOpen_Iio l1 (fun x hx => (hp x (le_of_lt hx)).2)
    have r2 := deriv_eq_on_open isOpen_Ioo r1 (fun x _ => (hq x).2)
    exact ⟨key _ _ _ d0.continuous (hp a le_rfl).1.continuousAt (hq a).1.continuousAt l0 r0,
      key _ _ _ d1.continuous (hp a le_rfl).2.continuousAt (hq a).2.continuousAt l1 r1,
      key _ _ _ c2 (hc a le_rfl) hk.continuousAt l2 r2⟩
  · rintro ⟨m0, m1, m2⟩
    have z0 : quintic b A B C b = 0 := by simp [quintic]
    have z1 : quinticSlope b A B C b = 0 := by simp [quinticSlope]
    have z2 : quinticCurvature b A B C b = 0 := by simp [quinticCurvature]
    have s : ∀ f : ℝ → ℝ, switchAt b f (fun _ => 0) a = f a := fun f => if_pos hab
    -- join at `b` first, then at `a`, for the function and for its slope
    have i0 := hasDerivAt_switchAt (g' := fun _ => 0) (fun x (_ : x ≤ b) => (hq x).1)
      (fun x _ => hasDerivAt_const x (0 : ℝ)) z0 z1
    have i1 := hasDerivAt_switchAt (g' := fun _ => 0) (fun x (_ : x ≤ b) => (hq x).2)
      (fun x _ => hasDerivAt_const x (0 : ℝ)) z1 z2
    have j0 := hasDerivAt_switchAt (fun x hx => (hp x hx).1) (fun x _ => i0 x)
      (m0.symm.trans (s _).symm) (m1.symm.trans (s _).symm)
    have j1 := hasDerivAt_switchAt (fun x hx => (hp x hx).2) (fun x _ => i1 x)
      (m1.symm.trans (s _).symm) (m2.symm.trans (s _).symm)
    have k := continuous_switchAt (g := fun _ => (0 : ℝ))
      (fun x (_ : x ≤ b) => hk.continuousAt) (fun _ _ => continuousAt_const) z2
    have e0 : deriv (ftPolarisation a b A B C) = _ := funext fun x => (j0 x).deriv
    refine ⟨fun x => (j0 x).differentiableAt, by simp, ?_⟩
    rw [e0]
    refine ⟨fun x => (j1 x).differentiableAt, ?_⟩
    have e1 := funext fun x => (j1 x).deriv
    exact e1 ▸ continuous_switchAt hc (fun x _ => k.continuousAt) (m2.symm.trans (s _).symm)

end

end FullyTranslatedPolarisation
```

```lean
#print axioms FullyTranslatedPolarisation.quintic_vanishes
-- 'FullyTranslatedPolarisation.quintic_vanishes' depends on axioms: [propext, Classical.choice, Quot.sound]
#print axioms FullyTranslatedPolarisation.existsUnique_coefficients
-- 'FullyTranslatedPolarisation.existsUnique_coefficients' depends on axioms: [propext, Classical.choice, Quot.sound]
#print axioms FullyTranslatedPolarisation.contDiff_ftPolarisation_iff
-- 'FullyTranslatedPolarisation.contDiff_ftPolarisation_iff' depends on axioms: [propext, Classical.choice, Quot.sound]
```

With the uniqueness theorem, this singles out one triple for each admissible pair $a,b$. For pair-density functional calculations, it removes the singular slope at $R=1$ from the polarisation supplied to the density functional when $a<1<b$, within a model that treats this polarisation as a function of $R$ alone. The choice of $a$ and $b$, the sign and monotonicity of $q$ between them, density gradients, and the smoothness of the energy functional itself are separate questions.
